# N orbitals with a translation-invariant span on an L-site ring have zero polarization amplitude unless L divides N

Let $N$ orthonormal orbitals on a ring of $L$ sites be the columns of a matrix $A$, and let $D$ be the diagonal matrix with entries $w^x$, where $w=e^{2\pi i/L}$. If moving the orbitals by one site only mixes them among themselves, and $L$ does not divide $N$, then $z(A)=\det(A^\dagger D A)=0$.

The physical question is where the electronic charge sits on a periodic chain, where the position $x$ is defined only modulo $L$. For a Slater determinant of orthonormal orbitals, $z$ is the expectation value of $e^{2\pi i X/L}$, with $X$ the sum of the particle positions, and its argument serves as the polarization. For non-interacting spinless fermions on a finite ring with one site per cell, the result says that a band partly filled with plane waves has no such argument, and a value printed by a program for such a state carries no physical information. If a degenerate level is only partly occupied, a program may instead return orbitals whose span is not translation-invariant; the result does not cover that state, and its $z$ can be nonzero.

## The ring, the orbitals and the amplitude

In Lean 4 with Mathlib:

```lean
import Mathlib

open scoped Matrix

namespace RingPolarization

noncomputable section

variable {L : ℕ} [NeZero L] {n : Type*} [Fintype n] [DecidableEq n]
```

Sites are elements of `ZMod L`, the integers modulo $L$, with $L\neq 0$. The letter `n` is not a number: it is the finite set of orbital labels, and $N$ is its size, `Fintype.card n`.

```lean
/-- The elementary phase `w = exp(2πi/L)` of a ring with `L` sites, for `L` nonzero. -/
def phase (L : ℕ) : ℂ := Complex.exp (2 * Real.pi * Complex.I / L)
```

`phase L` is the complex number $w$, not an angle.

```lean
/-- The one-particle twist operator `D`, diagonal in the site basis with entries `w^x`. -/
def twist (L : ℕ) : Matrix (ZMod L) (ZMod L) ℂ :=
  Matrix.diagonal fun x => phase L ^ x.val
```

This is $D$. The expression `x.val` is the representative of site $x$ among $0,\dots,L-1$. The matrix acts on one particle, whereas "twist operator" often means the many-body exponential.

```lean
/-- The polarization amplitude `z(A) = det(Aᴴ D A)` of the orbitals in the columns of `A`. -/
def amplitude (A : Matrix (ZMod L) n ℂ) : ℂ := (Aᴴ * twist L * A).det
```

Here `ᴴ` is the conjugate transpose, so this is $z(A)=\det(A^\dagger DA)$. The definition takes any $A$. For linearly independent but not orthonormal columns, the normalised expectation value is $z(A)/\det(A^\dagger A)$, which vanishes together with $z(A)$. The identification of $z$ with a many-body expectation value is the step from this model to the physical state that the code leaves to the reader.

```lean
/-- The orbitals of `A`, all moved by `a` sites around the ring. -/
def translate (a : ZMod L) (A : Matrix (ZMod L) n ℂ) : Matrix (ZMod L) n ℂ :=
  Matrix.of fun x j => A (x - a) j
```

The translated orbitals are $(T_aA)(x,j)=A(x-a,j)$, with the subtraction taken around the ring.

```lean
/-- Plane-wave orbitals `w^(k x) / √L` with momenta `k j`, for `L` nonzero. -/
def planeWave (k : n → ZMod L) : Matrix (ZMod L) n ℂ :=
  Matrix.of fun x j => (((Real.sqrt (L : ℝ))⁻¹ : ℝ) : ℂ) * phase L ^ (k j * x).val
```

These are the plane waves $w^{k_jx}/\sqrt L$. The label $k_j$ is an integer modulo $L$; the usual wave number is $2\pi k_j/L$.

## Phases that respect the ring

```lean
/-- The powers of `w` are the values of the standard additive character of the ring. -/
theorem phase_pow (m : ℕ) : phase L ^ m = ZMod.stdAddChar (m : ZMod L) := by
  have h : ZMod.stdAddChar (((m : ℤ)) : ZMod L) = _ := ZMod.stdAddChar_coe _
  simp only [Int.cast_natCast] at h
  rw [h, phase, ← Complex.exp_nat_mul]
  congr 1
  ring
```

Since $w^L=1$, the power $w^m$ depends only on $m$ modulo $L$. Mathlib's `ZMod.stdAddChar` is the function $m\mapsto e^{2\pi i m/L}$ on the ring, and it turns sums into products. Hence $w^{x+y}=w^xw^y$ holds for sites even when $x+y$ wraps around.

```lean
/-- Complex conjugation of the phase at site `y` gives the phase at site `-y`. -/
theorem star_phase_pow (y : ZMod L) :
    star (phase L ^ y.val) = phase L ^ (-y).val := by
  have hn : ‖phase L‖ = 1 := by
    have h : phase L = Complex.exp (((2 * Real.pi / L : ℝ) : ℂ) * Complex.I) := by
      rw [phase]
      congr 1
      push_cast
      ring
    rw [h, Complex.norm_exp_ofReal_mul_I]
  have h0 : phase L ^ y.val ≠ 0 := pow_ne_zero _ (Complex.exp_ne_zero _)
  have h1 : star (phase L ^ y.val) * phase L ^ y.val = 1 := by
    rw [← starRingEnd_apply, Complex.conj_mul', norm_pow, hn, one_pow]
    simp
  have h2 : phase L ^ (-y).val * phase L ^ y.val = 1 := by
    simp only [phase_pow, ZMod.natCast_zmod_val]
    rw [← AddChar.map_add_eq_mul, neg_add_cancel, AddChar.map_zero_eq_one]
  exact mul_right_cancel₀ h0 (h1.trans h2.symm)
```

This says $\overline{w^y}=w^{-y}$. Because $|w|=1$, we have $\overline{w^y}\,w^y=1$ (`h1`); also $w^{-y}w^y=w^0=1$ (`h2`). Cancelling the nonzero factor $w^y$ gives the claim.

## Two ways to evaluate the translated amplitude

```lean
/-- Moving all `N` orbitals by `a` sites multiplies the amplitude by `w^(a N)`. -/
theorem amplitude_translate (a : ℕ) (A : Matrix (ZMod L) n ℂ) :
    amplitude (translate (a : ZMod L) A) =
      phase L ^ (a * Fintype.card n) * amplitude A := by
  have entry : ∀ (B : Matrix (ZMod L) n ℂ) (i j : n),
      (Bᴴ * twist L * B) i j = ∑ x, star (B x i) * phase L ^ x.val * B x j := by
    intro B i j
    rw [Matrix.mul_apply]
    simp only [twist, Matrix.mul_diagonal, Matrix.conjTranspose_apply]
  -- each matrix element acquires the same phase `w^a`
  have h : (translate (a : ZMod L) A)ᴴ * twist L * translate (a : ZMod L) A =
      phase L ^ a • (Aᴴ * twist L * A) := by
    ext i j
    rw [entry, Matrix.smul_apply, entry, smul_eq_mul, Finset.mul_sum]
    refine Fintype.sum_equiv (Equiv.subRight (a : ZMod L)) _ _ fun x => ?_
    have e : phase L ^ x.val = phase L ^ a * phase L ^ (x - (a : ZMod L)).val := by
      simp only [phase_pow, ZMod.natCast_zmod_val]
      rw [← AddChar.map_add_eq_mul, add_sub_cancel]
    simp only [translate, Matrix.of_apply, Equiv.subRight_apply]
    rw [e]
    ring
  rw [amplitude, h, Matrix.det_smul, ← pow_mul, amplitude]
```

The statement is $z(T_aA)=w^{aN}z(A)$. By hand, put $y=x-a$ in the matrix element:

$$\sum_x \overline{A(x-a,i)}\,w^x A(x-a,j)=w^a\sum_y\overline{A(y,i)}\,w^yA(y,j).$$

Every element of the $N\times N$ matrix gains the factor $w^a$, so its determinant gains $w^{aN}$. In the code, `entry` writes out the matrix element, `Fintype.sum_equiv` changes the summation variable, `e` is $w^x=w^aw^{x-a}$, and `Matrix.det_smul` takes the factor out of the determinant.

```lean
/-- A unitary mixing of the occupied orbitals leaves the amplitude unchanged. -/
theorem amplitude_mul_unitary (A : Matrix (ZMod L) n ℂ) {U : Matrix n n ℂ}
    (hU : U ∈ Matrix.unitaryGroup n ℂ) : amplitude (A * U) = amplitude A := by
  have hd : Uᴴ.det * U.det = 1 := by
    rw [← Matrix.det_mul, ← Matrix.star_eq_conjTranspose,
      Matrix.mem_unitaryGroup_iff'.mp hU, Matrix.det_one]
  have h : (A * U)ᴴ * twist L * (A * U) = Uᴴ * (Aᴴ * twist L * A) * U := by
    rw [Matrix.conjTranspose_mul]
    simp only [Matrix.mul_assoc]
  rw [amplitude, h, Matrix.det_mul, Matrix.det_mul, amplitude]
  linear_combination (Aᴴ * twist L * A).det * hd
```

A unitary change of orbitals does not alter $z$:

$$\det(U^\dagger A^\dagger DA\,U)=\overline{\det U}\,\det U\,\det(A^\dagger DA)=z(A).$$

The fact `hd` is $\overline{\det U}\det U=1$, and `h` regroups the matrix product.

```lean
/-- If moving `N` orbitals by `a` sites only mixes them by a unitary matrix, and `L` does not
divide `a N`, then the polarization amplitude vanishes. -/
theorem amplitude_eq_zero {a : ℕ} {A : Matrix (ZMod L) n ℂ} {U : Matrix n n ℂ}
    (h : translate (a : ZMod L) A = A * U) (hU : U ∈ Matrix.unitaryGroup n ℂ)
    (hN : ¬ L ∣ a * Fintype.card n) : amplitude A = 0 := by
  -- the two ways of evaluating the translated amplitude
  have h1 := amplitude_translate a A
  rw [h, amplitude_mul_unitary A hU] at h1
  by_contra hz
  have h2 : phase L ^ (a * Fintype.card n) = 1 :=
    mul_right_cancel₀ hz (h1.symm.trans (one_mul _).symm)
  exact hN (((Complex.isPrimitiveRoot_exp L (NeZero.ne L)).pow_eq_one_iff_dvd _).mp h2)
```

The hypotheses are $T_aA=AU$, $U$ unitary, and $L\nmid aN$. The two previous results give

$$z(A)=z(AU)=z(T_aA)=w^{aN}z(A).$$

If $z(A)\neq0$, then $w^{aN}=1$. As $w$ is a primitive $L$-th root of unity, this forces $L\mid aN$, a contradiction. The code follows the same route: `h1` is the displayed equation, `by_contra` assumes $z(A)\ne0$, and `h2` is $w^{aN}=1$.

When $a$ divides $L$, it can be read as the length of a unit cell. The ring then has $L/a$ cells, and $L\mid aN$ means a whole number of occupied orbitals per cell. The theorem therefore leaves $z$ free for filled bands.

Some condition on how translation acts on the orbitals is needed. Take $L=2$ and one orbital on site $0$, so $A=(1,0)^T$. Then $2\nmid1$, yet $z(A)=w^0=1$. Moving this orbital by one site gives $(0,1)^T$, which is not a multiple of $A$.

## Orthonormal orbitals

```lean
/-- If a translation maps orthonormal orbitals to combinations `A U` of themselves, then the
mixing matrix `U` is unitary. -/
theorem unitary_of_orthonormal {a : ZMod L} {A : Matrix (ZMod L) n ℂ} {U : Matrix n n ℂ}
    (hA : Aᴴ * A = 1) (h : translate a A = A * U) : U ∈ Matrix.unitaryGroup n ℂ := by
  have hT : (translate a A)ᴴ * translate a A = Aᴴ * A := by
    ext i j
    rw [Matrix.mul_apply, Matrix.mul_apply]
    exact Fintype.sum_equiv (Equiv.subRight a) _ _ fun x => rfl
  rw [Matrix.mem_unitaryGroup_iff', Matrix.star_eq_conjTranspose]
  calc Uᴴ * U = Uᴴ * (Aᴴ * A) * U := by rw [hA, Matrix.mul_one]
    _ = (A * U)ᴴ * (A * U) := by
      rw [Matrix.conjTranspose_mul]
      simp only [Matrix.mul_assoc]
    _ = 1 := by rw [← h, hT, hA]
```

For orthonormal columns, $A^\dagger A=1$, unitarity follows from $T_aA=AU$. Relabelling sites preserves inner products (`hT`), so

$$U^\dagger U=U^\dagger A^\dagger AU=(T_aA)^\dagger(T_aA)=A^\dagger A=1.$$

The `calc` block is this chain.

```lean
/-- For `N` orthonormal orbitals whose span is preserved by a one-site translation, the
amplitude vanishes when `L` does not divide `N`. -/
theorem amplitude_eq_zero_of_orthonormal {A : Matrix (ZMod L) n ℂ} {U : Matrix n n ℂ}
    (hA : Aᴴ * A = 1) (h : translate 1 A = A * U) (hN : ¬ L ∣ Fintype.card n) :
    amplitude A = 0 :=
  amplitude_eq_zero (a := 1) (by rwa [Nat.cast_one]) (unitary_of_orthonormal hA h)
    (by rwa [one_mul])
```

This is the result stated at the start, with $a=1$. The equation $T_1A=AU$ says that each moved orbital is a combination of the old ones. Since at most $L$ orbitals can be orthonormal here, the theorem applies to every filling $0<N<L$.

## Plane waves and the filled ring

```lean
/-- Plane waves with distinct momenta are orthonormal, and a translation by `a` sites multiplies
each of them by the phase `w^(-k a)`. -/
theorem planeWave_witness (k : n → ZMod L) (hk : Function.Injective k) (a : ZMod L) :
    (planeWave k)ᴴ * planeWave k = 1 ∧
      translate a (planeWave k) =
        planeWave k * Matrix.diagonal fun j => phase L ^ (-(k j * a)).val := by
  constructor
  · have hc : (((Real.sqrt (L : ℝ))⁻¹ : ℝ) : ℂ) * (((Real.sqrt (L : ℝ))⁻¹ : ℝ) : ℂ)
        = (L : ℂ)⁻¹ := by
      rw [← Complex.ofReal_mul, ← mul_inv, Real.mul_self_sqrt (Nat.cast_nonneg L)]
      simp
    have hs : star (((Real.sqrt (L : ℝ))⁻¹ : ℝ) : ℂ) = (((Real.sqrt (L : ℝ))⁻¹ : ℝ) : ℂ) :=
      Complex.conj_ofReal _
    have hL : (L : ℂ) ≠ 0 := Nat.cast_ne_zero.mpr (NeZero.ne L)
    ext i j
    have term : ∀ x, star (planeWave k x i) * planeWave k x j =
        (L : ℂ)⁻¹ * ZMod.stdAddChar (x * (k j - k i)) := by
      intro x
      have e : phase L ^ (-(k i * x)).val * phase L ^ (k j * x).val =
          ZMod.stdAddChar (x * (k j - k i)) := by
        simp only [phase_pow, ZMod.natCast_zmod_val]
        rw [← AddChar.map_add_eq_mul]
        congr 1
        ring
      simp only [planeWave, Matrix.of_apply, star_mul', hs, star_phase_pow]
      rw [mul_mul_mul_comm, hc, e]
    -- orthogonality of the characters of the ring
    rw [Matrix.mul_apply]
    simp only [Matrix.conjTranspose_apply, term]
    rw [← Finset.mul_sum, AddChar.sum_mulShift _ (ZMod.isPrimitive_stdAddChar L)]
    by_cases hij : i = j
    · subst hij
      simp [ZMod.card, hL]
    · have hne : k j - k i ≠ 0 := sub_ne_zero.mpr fun h => hij (hk h).symm
      simp [hne, hij]
  · ext x j
    have e : phase L ^ (k j * (x - a)).val =
        phase L ^ (k j * x).val * phase L ^ (-(k j * a)).val := by
      simp only [phase_pow, ZMod.natCast_zmod_val]
      rw [← AddChar.map_add_eq_mul]
      congr 1
      ring
    rw [Matrix.mul_diagonal]
    simp only [translate, planeWave, Matrix.of_apply]
    rw [e, mul_assoc]
```

For distinct momenta the overlaps are

$$\frac1L\sum_x w^{x(k_j-k_i)}=\delta_{ij},$$

because the powers of $w$ cancel around the ring unless $k_i=k_j$. Translation gives $w^{k_j(x-a)}=w^{k_jx}w^{-k_ja}$, so $U$ is diagonal. In the proof, `term` is the summand, and `AddChar.sum_mulShift` evaluates the sum. With $a=1$, plane waves meet both conditions on the orbitals in the preceding theorem.

```lean
/-- On the completely filled ring, with one orbital on each site, every translation acts as a
unitary matrix and the amplitude is nonzero. -/
theorem filled_ring (a : ZMod L) :
    translate a (1 : Matrix (ZMod L) (ZMod L) ℂ) ∈ Matrix.unitaryGroup (ZMod L) ℂ ∧
      amplitude (1 : Matrix (ZMod L) (ZMod L) ℂ) ≠ 0 := by
  constructor
  · exact unitary_of_orthonormal (a := a) (A := 1) (by simp) (Matrix.one_mul _).symm
  · rw [amplitude, Matrix.conjTranspose_one, Matrix.one_mul, Matrix.mul_one, twist,
      Matrix.det_diagonal]
    exact Finset.prod_ne_zero_iff.mpr fun x _ => pow_ne_zero _ (Complex.exp_ne_zero _)

end

end RingPolarization
```

With one orbital on each site, $A=1$ and $N=L$. Translation permutes the orbitals, which is a unitary mixing, but $z=\det D=\prod_x w^x$ is a product of nonzero numbers. Translation invariance without the divisibility condition is thus not enough to make $z$ vanish.

```lean
#print axioms RingPolarization.amplitude_eq_zero_of_orthonormal
#print axioms RingPolarization.filled_ring
```

```
'RingPolarization.amplitude_eq_zero_of_orthonormal' depends on axioms: [propext, Classical.choice, Quot.sound]
'RingPolarization.filled_ring' depends on axioms: [propext, Classical.choice, Quot.sound]
```
